# At positive temperature, carrier density and chemical potential determine each other in a two-dimensional band with constant density of states

The carrier density is defined here as an integral over energy, with the density of states set to a constant D from the band edge E₀ upwards. The closed logarithmic formula is then a theorem about that integral and not its definition. The constant D stands for a physical fact about parabolic bands in two dimensions: the number of states with wavevector shorter than k grows as k², the energy above the edge also grows as k², and so equal energy intervals hold equal numbers of states.

The other quantities are the thermal energy τ = kT, with k in this product the Boltzmann constant, and the chemical potential μ. The density is

n(μ) = ∫_{E > E₀} D / (1 + exp((E − μ)/τ)) dE.

For τ > 0 this integral equals Dτ ln(1 + exp((μ − E₀)/τ)). If D > 0 as well, it increases strictly with μ, takes every positive value exactly once, and can be solved for μ in closed form. For non-interacting carriers in a quantum well or surface layer where only one such band is appreciably occupied, this gives the chemical potential relative to the band edge directly from the sheet density, without a numerical root search.

All quantities are real numbers in Lean, and units are left to the reader. If D counts states per energy and area, n is a number per area. Spin and valley degeneracies are absorbed into D.

```lean
import Mathlib

open Set Filter MeasureTheory Topology

namespace TwoDimensionalCarrierDensity

noncomputable section
```

## Occupation and density

A level of energy E is occupied with the Fermi-Dirac probability

f(E) = 1 / (1 + exp((E − μ)/τ)).

In Lean this is `fermi τ μ E`, with the energy as the last argument, so that `fermi τ μ` is the occupation as a function of energy alone.

```lean
/-- Fermi-Dirac occupation of a level of energy `E` at thermal energy `τ = kT` and
chemical potential `μ`. -/
def fermi (τ μ E : ℝ) : ℝ := 1 / (1 + Real.exp ((E - μ) / τ))
```

The density multiplies the occupation by D and integrates over the open half-line `Ioi E₀`, the energies strictly above the edge. Whether the edge itself is included makes no difference to the integral. The chemical potential is the last argument, so `sheetDensity D τ E₀` is the function μ ↦ n(μ) for a fixed band and temperature.

```lean
/-- Carrier density of a two-dimensional band with constant density of states `D` above the
band edge `E₀`, as a function of the chemical potential `μ`. -/
def sheetDensity (D τ E₀ μ : ℝ) : ℝ := ∫ E in Ioi E₀, D * fermi τ μ E
```

The definition describes a single band that extends upwards without limit. It has no upper band edge, no further subbands, no disorder broadening and no interactions that would shift E₀ as carriers are added.

A different model would start from wavevectors and integrate the occupation of E₀ + ħ²k²/(2m) over the plane, where m is the effective mass and ħ the reduced Planck constant. The constant density of states would then be derived, with the value D = m/(πħ²) per unit area for two spin directions, at the cost of a change to polar coordinates before the energy integral appears. The theorems below would keep their form with this D inserted, but they would be tied to a parabolic, isotropic band, whereas the energy integral covers any band whose density of states is constant above its edge.

## An antiderivative of the occupation

The integral can be done because the occupation is the energy derivative of an elementary function. Take

P(E) = −τ ln(1 + exp(−(E − μ)/τ)).

The exponent −(E − μ)/τ has derivative −1/τ, so the chain rule gives

P′(E) = −τ · (−1/τ) exp(−(E − μ)/τ) / (1 + exp(−(E − μ)/τ)).

The factors of τ cancel. Multiplying numerator and denominator by exp((E − μ)/τ) leaves

P′(E) = 1 / (1 + exp((E − μ)/τ)) = f(E).

The proof follows the same order. `h1` is the derivative of the exponent, and `hne` records that the argument of the logarithm is nonzero. The chain rule is then assembled from the exponential outwards. What remains is the algebraic identity between the two forms of the derivative. Once the exponential is replaced by a positive number `y`, `field_simp` and `ring` settle it.

```lean
/-- The Fermi-Dirac occupation is the energy derivative of `-τ ln(1 + exp(-(E - μ)/τ))`. -/
theorem hasDerivAt_primitive {τ : ℝ} (hτ : 0 < τ) (μ E : ℝ) :
    HasDerivAt (fun E => -(τ * Real.log (1 + Real.exp (-((E - μ) / τ))))) (fermi τ μ E) E := by
  have h1 : HasDerivAt (fun E : ℝ => -((E - μ) / τ)) (-(1 / τ)) E :=
    (((hasDerivAt_id' E).sub_const μ).div_const τ).fun_neg
  have hne : 1 + Real.exp (-((E - μ) / τ)) ≠ 0 := by positivity
  refine (((h1.exp.const_add 1).log hne).const_mul τ).fun_neg.congr_deriv ?_
  simp only [fermi, Real.exp_neg]
  have hy := Real.exp_pos ((E - μ) / τ)
  generalize Real.exp ((E - μ) / τ) = y at hy ⊢
  field_simp
  ring
```

The sign in the exponent is chosen so that P vanishes at high energy. As E → ∞, (E − μ)/τ → ∞ because τ > 0, hence exp(−(E − μ)/τ) → 0 and

P(E) → −τ ln(1 + 0) = 0.

In Lean, `h0` says that E − μ grows without bound, `h2` that the exponential tends to zero, and `h3` carries this limit through the logarithm, the factor τ and the minus sign.

```lean
/-- The primitive `-τ ln(1 + exp(-(E - μ)/τ))` of the occupation tends to zero at high energy. -/
theorem tendsto_primitive {τ : ℝ} (hτ : 0 < τ) (μ : ℝ) :
    Tendsto (fun E => -(τ * Real.log (1 + Real.exp (-((E - μ) / τ))))) atTop (𝓝 0) := by
  have h0 : Tendsto (fun E : ℝ => E - μ) atTop atTop := by
    simpa only [sub_eq_add_neg, id_eq] using
      tendsto_atTop_add_const_right atTop (-μ) (tendsto_id (α := ℝ))
  have h2 : Tendsto (fun E : ℝ => Real.exp (-((E - μ) / τ))) atTop (𝓝 0) :=
    Real.tendsto_exp_neg_atTop_nhds_zero.comp (h0.atTop_div_const hτ)
  have h3 := (((h2.const_add 1).log (by norm_num)).const_mul τ).neg
  have e : -(τ * Real.log (1 + 0)) = 0 := by simp
  rw [e] at h3
  exact h3
```

## The integral converges

For any R > E₀, the fundamental theorem of calculus gives

∫_{E₀}^{R} f(E) dE = P(R) − P(E₀).

The right-hand side tends to −P(E₀) as R → ∞. Since f is positive, the integrals over growing intervals increase towards this finite limit, and f is therefore integrable on the whole half-line. The Mathlib lemma used here packages this argument. It asks for the antiderivative, the nonnegativity of the integrand and the limit at infinity, and these are the three arguments supplied to it. Convergence deserves its own statement because Mathlib assigns the value zero to the integral of a non-integrable function.

```lean
/-- The Fermi-Dirac occupation is integrable over all energies above the band edge. -/
theorem integrableOn_fermi {τ : ℝ} (hτ : 0 < τ) (E₀ μ : ℝ) :
    IntegrableOn (fermi τ μ) (Ioi E₀) :=
  integrableOn_Ioi_deriv_of_nonneg' (fun E _ => hasDerivAt_primitive hτ μ E)
    (fun E _ => by unfold fermi; positivity) (tendsto_primitive hτ μ)
```

## The closed form

The same ingredients give the value of the integral. The upper end contributes nothing, and only the band edge remains:

∫_{E > E₀} f(E) dE = 0 − P(E₀) = τ ln(1 + exp(−(E₀ − μ)/τ)).

Since −(E₀ − μ) = μ − E₀, multiplication by D gives

n(μ) = Dτ ln(1 + exp((μ − E₀)/τ)).

In the proof, `hI` is the first of these equations. The rewriting then takes D out of the integral, inserts `hI` and turns the exponent around. The theorem assumes τ > 0 but puts no condition on D, which enters only as a prefactor.

```lean
/-- The carrier density of the two-dimensional band is `D τ ln(1 + exp((μ - E₀)/τ))`. -/
theorem sheetDensity_eq (D : ℝ) {τ : ℝ} (hτ : 0 < τ) (E₀ μ : ℝ) :
    sheetDensity D τ E₀ μ = D * τ * Real.log (1 + Real.exp ((μ - E₀) / τ)) := by
  -- the integral is the limit of the primitive at high energy minus its value at the band edge
  have hI : ∫ E in Ioi E₀, fermi τ μ E
      = 0 - -(τ * Real.log (1 + Real.exp (-((E₀ - μ) / τ)))) :=
    integral_Ioi_of_hasDerivAt_of_nonneg' (fun E _ => hasDerivAt_primitive hτ μ E)
      (fun E _ => by unfold fermi; positivity) (tendsto_primitive hτ μ)
  unfold sheetDensity
  rw [integral_const_mul, hI, show -((E₀ - μ) / τ) = (μ - E₀) / τ by ring]
  ring
```

In reduced units, energies are measured from the band edge in multiples of τ, and the density in multiples of Dτ. With x = (E − E₀)/τ and η = (μ − E₀)/τ, the formula becomes

∫_{x > 0} 1 / (1 + exp(x − η)) dx = ln(1 + exp(η)).

The Lean proof obtains this as the case D = τ = 1, E₀ = 0 of the previous theorem, so no change of variables is needed. It holds for every real η, whether the chemical potential lies below, at or above the edge.

```lean
/-- In reduced units, the integral of `1/(1 + exp(x - η))` over `x > 0` is `ln(1 + exp η)`. -/
theorem reduced_density (η : ℝ) :
    ∫ x in Ioi (0 : ℝ), 1 / (1 + Real.exp (x - η)) = Real.log (1 + Real.exp η) := by
  simpa [sheetDensity, fermi] using sheetDensity_eq 1 one_pos 0 η
```

## From density back to chemical potential

Let D > 0 and τ > 0. If μ increases, so does exp((μ − E₀)/τ), then the logarithm, and then its product with the positive factor Dτ. The density is therefore strictly increasing, and two different chemical potentials never give the same density. It is also always positive, because 1 + exp((μ − E₀)/τ) is greater than 1.

To find the chemical potential that belongs to a given n > 0, divide by Dτ and exponentiate:

exp(n/(Dτ)) = 1 + exp((μ − E₀)/τ).

Subtracting 1 and taking the logarithm gives

μ = E₀ + τ ln(exp(n/(Dτ)) − 1).

The logarithm is legitimate because n/(Dτ) > 0 makes exp(n/(Dτ)) greater than 1. Every positive density is thus reached, at exactly one μ. With η = (μ − E₀)/τ as before, the inverse reads η = ln(exp(n/(Dτ)) − 1).

The theorem states these results as three parts joined by `∧`. `StrictMono` is the strict growth. `BijOn … univ (Ioi 0)` says that the function maps the real line one-to-one onto the positive reals. The last part is an equivalence: for n > 0, the density at μ equals n if and only if μ has the value just found.

The proof establishes the growth as `hmono`. It then inserts the proposed chemical potential into the closed form and recovers n, which is `hinv`; there `hpos` supplies the positive argument of the logarithm. These two facts do most of the remaining work. Strict growth gives injectivity, `hinv` gives surjectivity, and positivity of the density is checked separately. For the equivalence, a μ with density n must coincide with the proposed value by injectivity, and the converse is `hinv` itself.

```lean
/-- The carrier density is a strictly increasing bijection from chemical potentials onto positive
densities, and the density `n` is reached exactly at `μ = E₀ + τ ln(exp(n/(D τ)) - 1)`. -/
theorem sheetDensity_bijection {D τ : ℝ} (hD : 0 < D) (hτ : 0 < τ) (E₀ : ℝ) :
    StrictMono (sheetDensity D τ E₀) ∧
    BijOn (sheetDensity D τ E₀) univ (Ioi 0) ∧
    ∀ n : ℝ, 0 < n → ∀ μ : ℝ, sheetDensity D τ E₀ μ = n ↔
      μ = E₀ + τ * Real.log (Real.exp (n / (D * τ)) - 1) := by
  have hp : 0 < D * τ := mul_pos hD hτ
  have hmono : StrictMono (sheetDensity D τ E₀) := by
    intro a b hab
    rw [sheetDensity_eq D hτ, sheetDensity_eq D hτ]
    have h : Real.exp ((a - E₀) / τ) < Real.exp ((b - E₀) / τ) :=
      Real.exp_lt_exp.2 (div_lt_div_of_pos_right (by linarith) hτ)
    exact mul_lt_mul_of_pos_left (Real.log_lt_log (by positivity) (by linarith)) hp
  -- the proposed chemical potential reproduces the prescribed density
  have hinv : ∀ n : ℝ, 0 < n →
      sheetDensity D τ E₀ (E₀ + τ * Real.log (Real.exp (n / (D * τ)) - 1)) = n := by
    intro n hn
    have hx : 0 < n / (D * τ) := div_pos hn hp
    have hpos : 0 < Real.exp (n / (D * τ)) - 1 := by
      linarith [Real.add_one_le_exp (n / (D * τ))]
    rw [sheetDensity_eq D hτ, add_sub_cancel_left, mul_div_cancel_left₀ _ hτ.ne',
      Real.exp_log hpos, add_sub_cancel, Real.log_exp]
    field_simp
  refine ⟨hmono, ⟨?_, hmono.injective.injOn, ?_⟩, ?_⟩
  · intro μ _
    rw [mem_Ioi, sheetDensity_eq D hτ]
    exact mul_pos hp (Real.log_pos (by linarith [Real.exp_pos ((μ - E₀) / τ)]))
  · intro n hn
    exact ⟨_, mem_univ _, hinv n hn⟩
  · intro n hn μ
    constructor
    · intro h
      exact hmono.injective (h.trans (hinv n hn).symm)
    · intro h
      rw [h]
      exact hinv n hn
```

## The response to a change in chemical potential

From here on, x stands for (μ − E₀)/τ, the quantity called η above, and no longer for a reduced energy. Differentiating the closed form with respect to μ gives

dn/dμ = Dτ · (1/τ) exp(x) / (1 + exp(x)) = D / (1 + exp(−x)).

Since −x = (E₀ − μ)/τ, the last expression is D times the occupation at the band edge:

dn/dμ = D f(E₀).

This derivative is the thermodynamic density of states. In this non-interacting model, multiplying it by the square of the elementary charge gives the quantum capacitance per unit area, a contribution to the capacitance of a gated or electrolyte-covered layer. The derivative dn/dμ is close to D when the edge is almost fully occupied, and small compared with D when the chemical potential lies many τ below the edge.

The Lean proof first replaces the integral by the closed form, as a function of μ, and differentiates that. No exchange of derivative and integral is involved. The final algebra again replaces the exponential by a positive number `y`.

```lean
/-- The derivative of the carrier density with respect to the chemical potential is the density
of states times the occupation at the band edge. -/
theorem hasDerivAt_sheetDensity (D : ℝ) {τ : ℝ} (hτ : 0 < τ) (E₀ μ : ℝ) :
    HasDerivAt (sheetDensity D τ E₀) (D * fermi τ μ E₀) μ := by
  rw [show sheetDensity D τ E₀ = fun μ => D * τ * Real.log (1 + Real.exp ((μ - E₀) / τ)) from
    funext (sheetDensity_eq D hτ E₀)]
  have h1 : HasDerivAt (fun μ : ℝ => (μ - E₀) / τ) (1 / τ) μ :=
    ((hasDerivAt_id' μ).sub_const E₀).div_const τ
  have hne : 1 + Real.exp ((μ - E₀) / τ) ≠ 0 := by positivity
  refine (((h1.exp.const_add 1).log hne).const_mul (D * τ)).congr_deriv ?_
  have e : (E₀ - μ) / τ = -((μ - E₀) / τ) := by ring
  simp only [fermi, e, Real.exp_neg]
  have hy := Real.exp_pos ((μ - E₀) / τ)
  generalize Real.exp ((μ - E₀) / τ) = y at hy ⊢
  field_simp
  ring
```

## How far the density lies above its zero-temperature value

At zero temperature, all levels between E₀ and μ are filled and those above μ are empty, so for μ ≥ E₀ the density would be D(μ − E₀). To compare this with the density at positive temperature, use x = (μ − E₀)/τ ≥ 0 again and write

D(μ − E₀) = Dτ x.

The comparison is then between x and ln(1 + exp(x)). From below,

x = ln(exp(x)) < ln(1 + exp(x)).

From above, x ≥ 0 gives exp(x) ≥ 1, hence 1 + exp(x) ≤ 2 exp(x) and

ln(1 + exp(x)) ≤ x + ln 2.

Multiplication by Dτ > 0 yields

D(μ − E₀) < n(μ) ≤ D(μ − E₀) + Dτ ln 2.

The thermal excess at equal chemical potential is therefore positive and never larger than Dτ ln 2, a value it takes at μ = E₀. When μ − E₀ is much larger than τ, the bound shows that the relative error of the zero-temperature expression is small, at most τ ln 2/(μ − E₀). The actual error is much smaller still: by the closed form the excess is exactly Dτ ln(1 + exp(−x)), which decays exponentially as x grows.

The theorem works at a fixed τ > 0 and takes no limit; the zero-temperature density appears in it only as the expression `D * (μ - E₀)`. In the proof, `hx` is the rewriting as Dτ x, and the two `calc` blocks are the lower and upper estimates of the logarithm.

```lean
/-- For a chemical potential at or above the band edge, the density exceeds `D (μ - E₀)` by a
positive amount of at most `D τ ln 2`. -/
theorem degenerate_bounds {D τ E₀ μ : ℝ} (hD : 0 < D) (hτ : 0 < τ) (hμ : E₀ ≤ μ) :
    D * (μ - E₀) < sheetDensity D τ E₀ μ ∧
    sheetDensity D τ E₀ μ ≤ D * (μ - E₀) + D * τ * Real.log 2 := by
  have hp : 0 < D * τ := mul_pos hD hτ
  have hx : D * (μ - E₀) = D * τ * ((μ - E₀) / τ) := by field_simp
  have h0 : 0 ≤ (μ - E₀) / τ := div_nonneg (by linarith) hτ.le
  rw [sheetDensity_eq D hτ, hx, ← mul_add]
  generalize (μ - E₀) / τ = x at h0 ⊢
  constructor
  · refine mul_lt_mul_of_pos_left ?_ hp
    calc x = Real.log (Real.exp x) := (Real.log_exp x).symm
      _ < Real.log (1 + Real.exp x) := Real.log_lt_log (Real.exp_pos x) (by linarith)
  · refine mul_le_mul_of_nonneg_left ?_ hp.le
    -- since `0 ≤ x`, the exponential `exp x` is at least one
    have h1 : 1 + Real.exp x ≤ Real.exp x * 2 := by linarith [Real.add_one_le_exp x]
    calc Real.log (1 + Real.exp x) ≤ Real.log (Real.exp x * 2) :=
          Real.log_le_log (by positivity) h1
      _ = x + Real.log 2 := by
          rw [Real.log_mul (Real.exp_pos x).ne' two_ne_zero, Real.log_exp]

end

end TwoDimensionalCarrierDensity
```

```lean
#print axioms TwoDimensionalCarrierDensity.reduced_density
-- 'TwoDimensionalCarrierDensity.reduced_density' depends on axioms: [propext, Classical.choice, Quot.sound]
#print axioms TwoDimensionalCarrierDensity.sheetDensity_bijection
-- 'TwoDimensionalCarrierDensity.sheetDensity_bijection' depends on axioms: [propext, Classical.choice, Quot.sound]
#print axioms TwoDimensionalCarrierDensity.hasDerivAt_sheetDensity
-- 'TwoDimensionalCarrierDensity.hasDerivAt_sheetDensity' depends on axioms: [propext, Classical.choice, Quot.sound]
#print axioms TwoDimensionalCarrierDensity.degenerate_bounds
-- 'TwoDimensionalCarrierDensity.degenerate_bounds' depends on axioms: [propext, Classical.choice, Quot.sound]
```
